# Rotating a spin-1/2 about the z axis multiplies spin up by exp(-ia/2) and spin down by exp(ia/2)

For a single spin-1/2 and any real angle a, the rotation about the z axis is the matrix exponential exp(-iaσz/2). The theorem `Rz_eq` says that this is the 2×2 diagonal matrix with entries exp(-ia/2) and exp(ia/2), so the rotation gives spin up and spin down opposite phases and does not mix them. The attempt first writes the exponent as a diagonal matrix, then uses `Matrix.exp_diagonal` to move the exponential onto the tuple of diagonal entries, and finally compares the two matrices entry by entry with `simp`.

The first attempt, which Lean rejects:

```lean
import Mathlib

open Matrix NormedSpace ComplexConjugate
open Complex (I)

namespace EulerAngles

noncomputable section

/-- The Pauli matrix `σz`. -/
def pauliZ : Matrix (Fin 2) (Fin 2) ℂ := !![1, 0; 0, -1]

/-- The spin-1/2 rotation `exp(-i a σz / 2)` about the z axis. -/
def Rz (a : ℝ) : Matrix (Fin 2) (Fin 2) ℂ := NormedSpace.exp ((-(I * a / 2)) • pauliZ)

/-- The phase factor `exp(iθ)`. -/
def phase (θ : ℝ) : ℂ := Complex.exp (θ * I)

/-- The rotation `Rz a` is diagonal, with entries `exp(-ia/2)` for spin up and `exp(ia/2)` for spin
down. -/
theorem Rz_eq (a : ℝ) : Rz a = !![phase (-a / 2), 0; 0, phase (a / 2)] := by
  have h : (-(I * a / 2)) • pauliZ
      = diagonal ![((-a / 2 : ℝ) : ℂ) * I, ((a / 2 : ℝ) : ℂ) * I] := by
    ext i j
    fin_cases i <;> fin_cases j <;> simp [pauliZ] <;> ring
  unfold Rz
  rw [h, Matrix.exp_diagonal]
  ext i j
  fin_cases i <;> fin_cases j <;> simp [phase, Complex.exp_eq_exp_ℂ, Pi.exp_apply]

end

end EulerAngles
```

The compiler's answer:

```
Main.lean:29:69: error(lean.unknownIdentifier): Unknown identifier `Pi.exp_apply`
Main.lean:29:69: error(lean.unknownIdentifier): Unknown identifier `Pi.exp_apply`
Main.lean:29:69: error(lean.unknownIdentifier): Unknown identifier `Pi.exp_apply`
Main.lean:29:69: error(lean.unknownIdentifier): Unknown identifier `Pi.exp_apply`
```

Diagnosis. All four messages say the same thing: Lean knows no lemma called `Pi.exp_apply`. The name is written once, but `<;>` runs that `simp` call on each of the four matrix entries, so the error appears four times.

The lemma was meant to supply a real step. After `Matrix.exp_diagonal`, the diagonal holds the exponential of a whole tuple `v`, taken in the algebra of functions `Fin 2 → ℂ`. To compare entries, one needs to know that component `i` of that exponential is the ordinary exponential of the number `v i`.

The repair proves this fact in place as `hexp`. Reading off component `i` is a ring homomorphism, `Pi.evalRingHom`, and it is continuous by `continuous_apply`. `NormedSpace.map_exp` says that such a map commutes with the exponential, which is the equation wanted. The last line then gives `simp` the proved `hexp` in place of the unknown name. The added comment only describes the step.

Lean accepts the file once it reads:

```diff
@@ -24,8 +24,13 @@
     ext i j
     fin_cases i <;> fin_cases j <;> simp [pauliZ] <;> ring
+  -- the exponential of a tuple is taken entry by entry
+  have hexp : ∀ (v : Fin 2 → ℂ) (i : Fin 2),
+      NormedSpace.exp v i = NormedSpace.exp (v i) := by
+    intro v i
+    exact NormedSpace.map_exp (Pi.evalRingHom (fun _ : Fin 2 => ℂ) i) (continuous_apply i) v
   unfold Rz
   rw [h, Matrix.exp_diagonal]
   ext i j
-  fin_cases i <;> fin_cases j <;> simp [phase, Complex.exp_eq_exp_ℂ, Pi.exp_apply]
+  fin_cases i <;> fin_cases j <;> simp [phase, Complex.exp_eq_exp_ℂ, hexp]
 
 end
```
